# The Staggered Semiclassical Step Preserves Phase-Space Volume for C² Band and Potential Energies

## Two update rules for a wavepacket

Let $V$ be a finite-dimensional real inner product space, such as $\mathbb R^d$. A phase point is a pair $(k,x)\in V\times V$ of wavevector and position, in units with $\hbar=1$. The band energy $E(k)$ and the potential energy $U(x)$ are real functions of class $C^2$. Their Hessians $E''(k)$ and $U''(x)$ are linear maps on $V$, and the time step $h$ is any real number.

The equations of motion $\dot k=-\nabla U(x)$, $\dot x=\nabla E(k)$ can be discretised in two ways. Both set
$$k_1=k-h\nabla U(x).$$
The staggered step then takes $x_1=x+h\nabla E(k_1)$, and the simultaneous step takes $x_1=x+h\nabla E(k)$.

The staggered step has Jacobian determinant 1, and the simultaneous step has determinant $\det(I+h^2E''(k)U''(x))$. For collisionless trajectories in a single band and a static potential, without magnetic field or Berry curvature, this decides whether a simulation step respects Liouville's theorem.

## The determinants by block elimination

Vary the staggered step:
$$\delta k_1=\delta k-hU''(x)\,\delta x,\qquad \delta x_1=\delta x+hE''(k_1)\,\delta k_1 .$$
With $B=-hU''(x)$ and $C=hE''(k_1)$, inserting the first equation into the second gives
$$\begin{pmatrix}\delta k_1\\ \delta x_1\end{pmatrix}=\begin{pmatrix}I&B\\ C&D\end{pmatrix}\begin{pmatrix}\delta k\\ \delta x\end{pmatrix},\qquad D=I+CB .$$
Subtracting $C$ times the first block row from the second leaves $0$ and $D-CB$ in the lower row, so the determinant is $\det(D-CB)=\det I=1$.

For the simultaneous step $C=hE''(k)$ and $D=I$, so the determinant is
$$\det(I-CB)=\det\bigl(I+h^2E''(k)U''(x)\bigr).$$

Write $\Phi$ for the staggered step. By the chain rule, $(\Phi^{n+1})'(z)=(\Phi^n)'(\Phi(z))\,\Phi'(z)$, so by induction every $\Phi^n$ has determinant 1, starting from the identity at $n=0$. The step is injective, because $x=x_1-h\nabla E(k_1)$ and then $k=k_1+h\nabla U(x)$ recover the old point. For measurable $s$, the change of variables formula gives
$$\operatorname{vol}(\Phi^n(s))=\int_s|\det(\Phi^n)'|=\operatorname{vol}(s).$$

For $d=1$ the simultaneous determinant is $1+h^2E''(k)U''(x)$. It equals 1 if $h=0$ and is at least 1 if $E''U''\ge0$. It is below 1 in the remaining case, $h\ne0$ and $E''U''<0$, which covers a negative effective mass where the potential is convex, as at the bottom of a well, and a positive effective mass where it is concave, as at the top of a barrier. For $E=-\cos k$ and $U=x^2/2$ at $k=\pi$ it is $1-h^2$. This is a signed determinant: area shrinks locally only if its absolute value is below 1, here for $0<h^2<2$.

As $h\to0$ at fixed total time $T$, the defect disappears. Still for $d=1$, if $|E''U''|\le M$, the product of the $T/h$ determinants lies between $(1-h^2M)^{T/h}$ and $(1+h^2M)^{T/h}$ for small $h>0$, and both tend to 1.

## Phase points, Hessians and steps in Lean

The space `V` is declared once, with no basis chosen.

```lean
import Mathlib

open MeasureTheory

namespace SemiclassicalStep

noncomputable section

variable {V : Type*} [NormedAddCommGroup V] [InnerProductSpace ℝ V] [FiniteDimensional ℝ V]
```

The Hessian is the Fréchet derivative of Mathlib's `gradient`.

```lean
/-- The Hessian of a function on `V`, as the derivative of its gradient. -/
def hess (f : V → ℝ) (x : V) : V →L[ℝ] V := fderiv ℝ (gradient f) x
```

In both steps `z.1` is $k$ and `z.2` is $x$. Wavevectors range over all of `V`; a periodic band is a special case of `E`, and no Brillouin zone is imposed.

```lean
/-- The staggered step: the wavevector is kicked by the force, and the position then moves
with the band velocity at the new wavevector. Phase points are pairs `(k, x)`. -/
def staggeredStep (E U : V → ℝ) (h : ℝ) (z : V × V) : V × V :=
  (z.1 - h • gradient U z.2, z.2 + h • gradient E (z.1 - h • gradient U z.2))

/-- The simultaneous step: force and band velocity are both taken at the old phase point. -/
def simultaneousStep (E U : V → ℝ) (h : ℝ) (z : V × V) : V × V :=
  (z.1 - h • gradient U z.2, z.2 + h • gradient E z.1)
```

## The block determinant

The linear map `block B C D` is the block matrix above with $I$ in its upper left corner.

```lean
/-- The linear phase-space map `(k, x) ↦ (k + B x, C k + D x)`. -/
def block (B C D : V →L[ℝ] V) : V × V →L[ℝ] V × V :=
  (ContinuousLinearMap.fst ℝ V V + B.comp (ContinuousLinearMap.snd ℝ V V)).prod
    (C.comp (ContinuousLinearMap.fst ℝ V V) + D.comp (ContinuousLinearMap.snd ℝ V V))
```

The next theorem is the row elimination. In a product basis, `hM` identifies the four blocks and `hS` the matrix of $D-CB$; Mathlib's Schur complement formula then finishes the proof.

```lean
/-- The map `(k, x) ↦ (k + B x, C k + D x)` has determinant `det (D - C B)`. -/
theorem det_block (B C D : V →L[ℝ] V) : (block B C D).det = (D - C.comp B).det := by
  let b := Module.finBasis ℝ V
  change LinearMap.det (block B C D : V × V →ₗ[ℝ] V × V) =
    LinearMap.det ((D - C.comp B : V →L[ℝ] V) : V →ₗ[ℝ] V)
  rw [← LinearMap.det_toMatrix (b.prod b), ← LinearMap.det_toMatrix b]
  -- in a product basis the map is a two-by-two block matrix
  have hM : LinearMap.toMatrix (b.prod b) (b.prod b) (block B C D : V × V →ₗ[ℝ] V × V) =
      Matrix.fromBlocks (LinearMap.toMatrix b b LinearMap.id)
        (LinearMap.toMatrix b b (B : V →ₗ[ℝ] V)) (LinearMap.toMatrix b b (C : V →ₗ[ℝ] V))
        (LinearMap.toMatrix b b (D : V →ₗ[ℝ] V)) := by
    ext (i | i) (j | j) <;> simp [LinearMap.toMatrix_apply, block]
    by_cases hij : i = j
    · subst hij
      simp
    · simp [hij]
  have hS : LinearMap.toMatrix b b ((D - C.comp B : V →L[ℝ] V) : V →ₗ[ℝ] V) =
      LinearMap.toMatrix b b (D : V →ₗ[ℝ] V) -
        LinearMap.toMatrix b b (C : V →ₗ[ℝ] V) * LinearMap.toMatrix b b (B : V →ₗ[ℝ] V) := by
    rw [← LinearMap.toMatrix_comp b b b, ← map_sub]
    rfl
  rw [hM, hS, LinearMap.toMatrix_id, Matrix.det_fromBlocks_one₁₁]
```

## Differentiating the staggered step

The gradient is the Riesz representative of the differential. For $C^2$ functions the differential is differentiable, and the Riesz map `L` is linear, so their composition is differentiable.

```lean
/-- The gradient of a C² function is differentiable, and its derivative is the Hessian. -/
theorem hasFDerivAt_gradient {f : V → ℝ} (hf : ContDiff ℝ 2 f) (x : V) :
    HasFDerivAt (gradient f) (hess f x) x := by
  have h1 : Differentiable ℝ (fderiv ℝ f) :=
    (hf.fderiv_right (m := 1) one_add_one_eq_two.le).differentiable (by norm_num)
  -- over the reals the Riesz identification is linear
  let L : (V →L[ℝ] ℝ) →L[ℝ] V :=
    { toFun := fun g => (InnerProductSpace.toDual ℝ V).symm g
      map_add' := fun g g' => map_add _ g g'
      map_smul' := fun c g => by simp
      cont := (InnerProductSpace.toDual ℝ V).symm.continuous }
  have h2 : Differentiable ℝ (gradient f) := L.differentiable.comp h1
  exact (h2 x).hasFDerivAt
```

The variation of the staggered step follows. Here `a` differentiates the kick, `hp` the new wavevector, `e` the displacement at that wavevector and `hx` the new position. The two final goals compare the $k$ and $x$ components with the block form.

```lean
/-- For C² band energy and potential, the derivative of the staggered step in block form. -/
theorem hasFDerivAt_staggeredStep {E U : V → ℝ} (hE : ContDiff ℝ 2 E) (hU : ContDiff ℝ 2 U)
    (h : ℝ) (z : V × V) :
    HasFDerivAt (staggeredStep E U h)
      (block (-(h • hess U z.2)) (h • hess E (z.1 - h • gradient U z.2))
        (1 + (h • hess E (z.1 - h • gradient U z.2)).comp (-(h • hess U z.2)))) z := by
  have a := ((hasFDerivAt_gradient hU z.2).comp z hasFDerivAt_snd).const_smul h
  have hp : HasFDerivAt (fun w : V × V => w.1 - h • gradient U w.2)
      (ContinuousLinearMap.fst ℝ V V -
        h • (hess U z.2).comp (ContinuousLinearMap.snd ℝ V V)) z := by
    have c := (hasFDerivAt_fst (𝕜 := ℝ) (p := z)).sub a
    exact c
  have e := ((hasFDerivAt_gradient hE (z.1 - h • gradient U z.2)).comp z hp).const_smul h
  have hx := (hasFDerivAt_snd (𝕜 := ℝ) (p := z)).add e
  refine (hp.prodMk hx).congr_fderiv (ContinuousLinearMap.ext fun v => Prod.ext ?_ ?_)
  · change v.1 - h • hess U z.2 v.2 = v.1 + -(h • hess U z.2 v.2)
    exact sub_eq_add_neg _ _
  · change v.2 + h • hess E (z.1 - h • gradient U z.2) (v.1 - h • hess U z.2 v.2) =
      h • hess E (z.1 - h • gradient U z.2) v.1 +
        (v.2 + h • hess E (z.1 - h • gradient U z.2) (-(h • hess U z.2 v.2)))
    rw [map_sub, map_neg]
    module
```

## Many steps and phase-space volume

The notation `^[n]` means $n$-fold iteration, and the Jacobian determinant is the determinant of `fderiv`. The theorem says that this equals 1 for every `n`, `h` and phase point. Its proof obtains `one` from the block formula and then runs the induction with the chain rule.

```lean
/-- For C² band energy and potential, any number `n` of staggered steps has Jacobian
determinant 1 at every phase point. -/
theorem det_staggeredStep_iterate {E U : V → ℝ} (hE : ContDiff ℝ 2 E) (hU : ContDiff ℝ 2 U)
    (h : ℝ) (n : ℕ) (z : V × V) : (fderiv ℝ (staggeredStep E U h)^[n] z).det = 1 := by
  have hd : Differentiable ℝ (staggeredStep E U h) := fun w =>
    (hasFDerivAt_staggeredStep hE hU h w).differentiableAt
  -- a single step: the Schur complement is the identity
  have one : ∀ w, (fderiv ℝ (staggeredStep E U h) w).det = 1 := fun w => by
    rw [(hasFDerivAt_staggeredStep hE hU h w).fderiv, det_block, add_sub_cancel_right]
    exact LinearMap.det_id
  induction n generalizing z with
  | zero =>
    rw [Function.iterate_zero, fderiv_id]
    exact LinearMap.det_id
  | succ n ih =>
    rw [Function.iterate_succ, fderiv_comp z (hd.iterate n _) (hd z)]
    calc _ = (fderiv ℝ (staggeredStep E U h)^[n] (staggeredStep E U h z)).det *
          (fderiv ℝ (staggeredStep E U h) z).det := LinearMap.det_comp _ _
      _ = 1 := by rw [ih, one, one_mul]
```

In this determinant theorem the smoothness hypothesis on $U$ can't be weakened to $C^1$ with Lipschitz gradient. Take $d=1$, $E=0$, $h=1$ and $U=x|x|/2$, so that $U'=|x|$. The step $(k,x)\mapsto(k-|x|,x)$ has no derivative at $x=0$; there `fderiv` is zero by convention, and so is its determinant.

For volumes, `volume` on `V × V` is the product of the Lebesgue measures on the two factors. The theorem equates the volume of a measurable set with that of its image after `n` steps, including infinite volumes. In the proof, `inj` undoes the step as above, and the change of variables formula uses the determinant just found.

```lean
/-- For C² band energy and potential, `n` staggered steps preserve the phase-space volume
of every measurable set. -/
theorem volume_staggeredStep_iterate [MeasurableSpace V] [BorelSpace V] {E U : V → ℝ}
    (hE : ContDiff ℝ 2 E) (hU : ContDiff ℝ 2 U) (h : ℝ) (n : ℕ) {s : Set (V × V)}
    (hs : MeasurableSet s) : volume ((staggeredStep E U h)^[n] '' s) = volume s := by
  have : (volume : Measure (V × V)).IsAddHaarMeasure :=
    inferInstanceAs ((volume : Measure V).prod (volume : Measure V)).IsAddHaarMeasure
  have hd : Differentiable ℝ (staggeredStep E U h) := fun w =>
    (hasFDerivAt_staggeredStep hE hU h w).differentiableAt
  -- the step can be undone: first the position, then the wavevector
  have inj : Function.Injective (staggeredStep E U h) := by
    intro z w e
    have e1 : z.1 - h • gradient U z.2 = w.1 - h • gradient U w.2 := congrArg Prod.fst e
    have e2 : z.2 + h • gradient E (z.1 - h • gradient U z.2) =
      w.2 + h • gradient E (w.1 - h • gradient U w.2) := congrArg Prod.snd e
    rw [e1] at e2
    have e3 := add_right_cancel e2
    rw [e3] at e1
    exact Prod.ext (sub_left_inj.mp e1) e3
  rw [← lintegral_abs_det_fderiv_eq_addHaar_image volume hs
    (fun z _ => ((hd.iterate n) z).hasFDerivAt.hasFDerivWithinAt) (inj.iterate n).injOn]
  simp [det_staggeredStep_iterate hE hU]
```

## The simultaneous step and its sign criterion

The general formula holds at every phase point `(k, x)`. The derivative `hD` has the block form with $D=I$, and the last lines turn $I-CB$ into $I+h^2E''U''$.

```lean
/-- For C² band energy and potential, the simultaneous step has Jacobian determinant
`det (I + h² E''(k) U''(x))`. -/
theorem det_simultaneousStep {E U : V → ℝ} (hE : ContDiff ℝ 2 E) (hU : ContDiff ℝ 2 U)
    (h : ℝ) (k x : V) : (fderiv ℝ (simultaneousStep E U h) (k, x)).det =
      (1 + h ^ 2 • (hess E k).comp (hess U x)).det := by
  have a := fun z : V × V =>
    ((hasFDerivAt_gradient hU z.2).comp z hasFDerivAt_snd).const_smul h
  have b := fun z : V × V =>
    ((hasFDerivAt_gradient hE z.1).comp z hasFDerivAt_fst).const_smul h
  have hD : HasFDerivAt (simultaneousStep E U h)
      (block (-(h • hess U x)) (h • hess E k) 1) (k, x) := by
    have hp := (hasFDerivAt_fst (𝕜 := ℝ) (p := (k, x))).sub (a (k, x))
    have hx := (hasFDerivAt_snd (𝕜 := ℝ) (p := (k, x))).add (b (k, x))
    refine (hp.prodMk hx).congr_fderiv (ContinuousLinearMap.ext fun v => Prod.ext ?_ ?_)
    · change v.1 - h • hess U x v.2 = v.1 + -(h • hess U x v.2)
      exact sub_eq_add_neg _ _
    · change v.2 + h • hess E k v.1 = h • hess E k v.1 + v.2
      exact add_comm _ _
  rw [hD.fderiv, det_block]
  congr 1
  refine ContinuousLinearMap.ext fun v => ?_
  change v - h • hess E k (-(h • hess U x v)) = v + h ^ 2 • hess E k (hess U x v)
  rw [map_neg, map_smul]
  module
```

On the real line, `key` shows that the Hessian acts as multiplication by the ordinary second derivative `deriv (deriv f)`.

```lean
/-- In one dimension, with C² band energy and potential, the simultaneous step has Jacobian
determinant `1 + h² E''(k) U''(x)`. -/
theorem det_simultaneousStep_line {E U : ℝ → ℝ} (hE : ContDiff ℝ 2 E) (hU : ContDiff ℝ 2 U)
    (h k x : ℝ) : (fderiv ℝ (simultaneousStep E U h) (k, x)).det =
      1 + h ^ 2 * (deriv (deriv E) k * deriv (deriv U) x) := by
  have key : ∀ (f : ℝ → ℝ) (t y : ℝ), hess f t y = deriv (deriv f) t * y := fun f t y => by
    have hg : gradient f = deriv f := funext fun _ => gradient_eq_deriv'
    rw [hess, hg, fderiv_eq_smul_deriv, smul_eq_mul, mul_comm]
  rw [det_simultaneousStep hE hU, ContinuousLinearMap.det, LinearMap.det_ring]
  change (1 : ℝ) + h ^ 2 * hess E k (hess U x 1) = _
  rw [key, key, mul_one]
```

The criterion is an equivalence. In the forward direction, $h=0$ or a nonnegative product $E''U''$ contradicts a determinant below 1; in the reverse direction, a positive square times a negative number is negative.

```lean
/-- In one dimension, with C² band energy and potential, the determinant of the simultaneous
step is below 1 exactly when `h ≠ 0` and `E''(k) U''(x) < 0`. -/
theorem det_simultaneousStep_lt_one_iff {E U : ℝ → ℝ} (hE : ContDiff ℝ 2 E)
    (hU : ContDiff ℝ 2 U) (h k x : ℝ) :
    (fderiv ℝ (simultaneousStep E U h) (k, x)).det < 1 ↔
      h ≠ 0 ∧ deriv (deriv E) k * deriv (deriv U) x < 0 := by
  rw [det_simultaneousStep_line hE hU]
  constructor
  · intro H
    refine ⟨fun h0 => ?_, ?_⟩
    · rw [h0] at H
      norm_num at H
    · by_contra c
      linarith [mul_nonneg (sq_nonneg h) (not_lt.mp c)]
  · rintro ⟨h0, hneg⟩
    linarith [mul_neg_of_pos_of_neg (sq_pos_of_ne_zero h0) hneg]

end

end SemiclassicalStep
```

```lean
#print axioms SemiclassicalStep.volume_staggeredStep_iterate
#print axioms SemiclassicalStep.det_simultaneousStep_lt_one_iff
```

```
'SemiclassicalStep.volume_staggeredStep_iterate' depends on axioms: [propext, Classical.choice, Quot.sound]
'SemiclassicalStep.det_simultaneousStep_lt_one_iff' depends on axioms: [propext, Classical.choice, Quot.sound]
```
